# Scattering Resistances Add in a Chain of Phase-Incoherent Scatterers

If phase is lost between the segments of a long one-channel conductor, without backscattering or a change of energy, its transmission can be estimated from separate Green function calculations of the segments: one adds the values of $1/T_i-1$ and takes $1/(1+R)$, where $T_i$ is the transmission of segment $i$ and $R$ is the sum. The file below derives this step from flux balance, for a finite chain in which phase is lost between neighbouring segments.

```lean
import Mathlib

open Filter Topology

namespace DephasedChain

noncomputable section

/-- Forward fluxes `a` and backward fluxes `b` in the sections `0, …, N` of a chain of `N`
phase-incoherent scatterers; scatterer `i` has transmission `T i` and joins sections `i` and
`i + 1`. Unit flux enters at the source and none enters at the drain. -/
structure IsFluxSolution (T : ℕ → ℝ) (N : ℕ) (a b : ℕ → ℝ) : Prop where
  forward : ∀ i < N, a (i + 1) = T i * a i + (1 - T i) * b (i + 1)
  backward : ∀ i < N, b i = (1 - T i) * a i + T i * b (i + 1)
  source : a 0 = 1
  drain : b N = 0

/-- The sum of the scattering resistances `1 / T i - 1` of the first `n` scatterers. -/
def backResistance (T : ℕ → ℝ) (n : ℕ) : ℝ := ∑ i ∈ Finset.range n, (1 / T i - 1)

/-- The transmission `1 / (1 + R)` of a chain with total scattering resistance `R`. -/
def chainTransmission (T : ℕ → ℝ) (N : ℕ) : ℝ := 1 / (1 + backResistance T N)

/-- The mean free path `T / (1 - T)`, counted in scatterers of transmission `T`. -/
def meanFreePath (T : ℝ) : ℝ := T / (1 - T)

/-- The net flux is the same in every section and equals the flux transmitted to the drain. -/
theorem net_flux_conserved {T a b : ℕ → ℝ} {N : ℕ} (h : IsFluxSolution T N a b) :
    ∀ n ≤ N, a n - b n = a N := by
  have key : ∀ n ≤ N, a n - b n = a 0 - b 0 := by
    intro n
    induction n with
    | zero => intro _; rfl
    | succ n ih =>
      intro hn
      -- adding the two scattering relations gives conservation at one scatterer
      linear_combination ih (by omega) + h.forward n (by omega) + h.backward n (by omega)
  intro n hn
  have hN := key N le_rfl
  rw [h.drain] at hN
  linear_combination key n hn - hN

/-- Across a scatterer of nonzero transmission the forward flux drops by its scattering resistance
times the transmitted flux. -/
theorem forward_flux_drop {T a b : ℕ → ℝ} {N : ℕ} (h : IsFluxSolution T N a b)
    {i : ℕ} (hi : i < N) (hT : T i ≠ 0) :
    a i - a (i + 1) = (1 / T i - 1) * a N := by
  have hJ := net_flux_conserved h (i + 1) (by omega)
  have key : T i * (a i - a (i + 1)) = (1 - T i) * a N := by
    linear_combination -(h.forward i hi) + (1 - T i) * hJ
  have hr : 1 / T i - 1 = (1 - T i) / T i := by field_simp
  rw [hr, div_mul_eq_mul_div, eq_div_iff hT]
  linear_combination key

/-- If every scatterer has nonzero transmission, the forward flux in section `n` is the injected
unit flux minus the transmitted flux times the scattering resistance passed so far. -/
theorem forward_flux_profile {T a b : ℕ → ℝ} {N : ℕ} (h : IsFluxSolution T N a b)
    (hT : ∀ i < N, T i ≠ 0) : ∀ n ≤ N, a n = 1 - backResistance T n * a N := by
  intro n
  induction n with
  | zero => intro _; simp [backResistance, h.source]
  | succ n ih =>
    intro hn
    have hs : backResistance T (n + 1) = backResistance T n + (1 / T n - 1) :=
      Finset.sum_range_succ _ _
    rw [hs]
    linear_combination ih (by omega) - forward_flux_drop h (by omega) (hT n (by omega))

/-- Scatterers with transmissions in `(0, 1]` have nonnegative total scattering resistance. -/
theorem backResistance_nonneg {T : ℕ → ℝ} {N : ℕ} (hT : ∀ i < N, 0 < T i ∧ T i ≤ 1) :
    0 ≤ backResistance T N := by
  refine Finset.sum_nonneg fun i hi => ?_
  obtain ⟨h0, h1⟩ := hT i (Finset.mem_range.mp hi)
  have : 1 ≤ 1 / T i := (le_div_iff₀ h0).2 (by linarith)
  linarith

/-- Addition law of the dephased chain, for scatterers with transmissions in `(0, 1]`: the
transmitted flux lies in `(0, 1]`, and its scattering resistance is the sum of those of the
individual scatterers. -/
theorem resistance_addition {T a b : ℕ → ℝ} {N : ℕ} (h : IsFluxSolution T N a b)
    (hT : ∀ i < N, 0 < T i ∧ T i ≤ 1) :
    0 < a N ∧ a N ≤ 1 ∧ 1 / a N - 1 = ∑ i ∈ Finset.range N, (1 / T i - 1) := by
  have hR := backResistance_nonneg hT
  have hp := forward_flux_profile h (fun i hi => (hT i hi).1.ne') N le_rfl
  -- the profile at the drain fixes the transmitted flux
  have he : a N * (1 + backResistance T N) = 1 := by linear_combination hp
  have hpos : 0 < a N := by
    by_contra hn
    nlinarith [mul_nonneg (neg_nonneg.mpr (not_lt.mp hn)) hR]
  refine ⟨hpos, by nlinarith [mul_nonneg hpos.le hR], ?_⟩
  change 1 / a N - 1 = backResistance T N
  have hi : 1 / a N = 1 + backResistance T N := by
    rw [div_eq_iff hpos.ne']
    linear_combination -he
  rw [hi]
  ring

/-- For transmissions in `(0, 1]`, the flux equations have exactly one solution on the sections `0,
…, N`: both fluxes are linear in the scattering resistance passed so far. -/
theorem isFluxSolution_iff {T a b : ℕ → ℝ} {N : ℕ} (hT : ∀ i < N, 0 < T i ∧ T i ≤ 1) :
    IsFluxSolution T N a b ↔ ∀ n ≤ N,
      a n = 1 - backResistance T n * chainTransmission T N ∧
      b n = (backResistance T N - backResistance T n) * chainTransmission T N := by
  have hR := backResistance_nonneg hT
  have hne : 1 + backResistance T N ≠ 0 := by positivity
  have ht : chainTransmission T N * (1 + backResistance T N) = 1 :=
    div_mul_cancel₀ 1 hne
  constructor
  · intro h n hn
    have hp := forward_flux_profile h (fun i hi => (hT i hi).1.ne')
    have hN : a N = chainTransmission T N := by
      apply mul_right_cancel₀ hne
      linear_combination hp N le_rfl - ht
    have ha := hp n hn
    have hb := net_flux_conserved h n hn
    rw [hN] at ha hb
    exact ⟨ha, by linear_combination ha - hb - ht⟩
  · intro h
    have step : ∀ i < N, ∃ r, T i * r = 1 - T i ∧
        backResistance T (i + 1) = backResistance T i + r := by
      intro i hi
      have h0 := (hT i hi).1.ne'
      exact ⟨1 / T i - 1, by rw [mul_sub, mul_one_div_cancel h0, mul_one],
        Finset.sum_range_succ _ _⟩
    refine ⟨fun i hi => ?_, fun i hi => ?_, ?_, ?_⟩
    · obtain ⟨r, hr, hs⟩ := step i hi
      rw [(h (i + 1) hi).1, (h (i + 1) hi).2, (h i hi.le).1, hs]
      linear_combination -(1 - T i) * ht - chainTransmission T N * hr
    · obtain ⟨r, hr, hs⟩ := step i hi
      rw [(h (i + 1) hi).2, (h i hi.le).1, (h i hi.le).2, hs]
      linear_combination (1 - T i) * ht + chainTransmission T N * hr
    · rw [(h 0 (Nat.zero_le N)).1]
      simp [backResistance]
    · rw [(h N le_rfl).2]
      ring

/-- For `N` equal scatterers of transmission `0 < T < 1` the transmitted flux is `λ / (λ + N)`, with
`λ` the mean free path counted in scatterers. -/
theorem uniform_transmitted_flux {T : ℝ} (h0 : 0 < T) (h1 : T < 1) {N : ℕ} {a b : ℕ → ℝ}
    (h : IsFluxSolution (fun _ => T) N a b) :
    a N = meanFreePath T / (meanFreePath T + N) := by
  obtain ⟨hpos, -, hsum⟩ := resistance_addition h (fun _ _ => ⟨h0, h1.le⟩)
  have hd : 0 < 1 - T := sub_pos.mpr h1
  have hl : 0 < meanFreePath T := div_pos h0 hd
  have hr : 1 / T - 1 = 1 / meanFreePath T := by
    rw [meanFreePath, one_div_div, sub_div, div_self h0.ne']
  rw [Finset.sum_const, Finset.card_range, nsmul_eq_mul, hr] at hsum
  have hinv : 1 / a N = (meanFreePath T + N) / meanFreePath T := by
    rw [add_div, div_self hl.ne']
    linear_combination hsum
  rw [← one_div_one_div (a N), hinv, one_div_div]

/-- Ohmic limit: for equal scatterers of transmission `0 < T < 1`, the transmitted flux times the
number of scatterers tends to the mean free path as the chain grows. -/
theorem ohmic_limit {T : ℝ} (h0 : 0 < T) (h1 : T < 1) {a b : ℕ → ℕ → ℝ}
    (h : ∀ N, IsFluxSolution (fun _ => T) N (a N) (b N)) :
    Tendsto (fun N : ℕ => (N : ℝ) * a N N) atTop (𝓝 (meanFreePath T)) := by
  have hl : 0 < meanFreePath T := div_pos h0 (sub_pos.mpr h1)
  have hz : Tendsto (fun N : ℕ => meanFreePath T / (meanFreePath T + (N : ℝ)))
      atTop (𝓝 0) :=
    tendsto_const_nhds.div_atTop
      (tendsto_atTop_add_const_left _ _ tendsto_natCast_atTop_atTop)
  have hlim := (hz.const_mul (meanFreePath T)).const_sub (meanFreePath T)
  rw [mul_zero, sub_zero] at hlim
  refine hlim.congr fun N => ?_
  have hne : meanFreePath T + (N : ℝ) ≠ 0 := by positivity
  rw [uniform_transmitted_flux h0 h1 (h N)]
  field_simp
  ring

/-- Ballistic limit: at a fixed number of equal scatterers, the chain transmission tends to one
as the transmission of each scatterer tends to one. -/
theorem ballistic_limit (N : ℕ) :
    Tendsto (fun T : ℝ => chainTransmission (fun _ => T) N) (𝓝 1) (𝓝 1) := by
  have e : (fun T : ℝ => chainTransmission (fun _ => T) N) =
      fun T : ℝ => 1 / (1 + (N : ℝ) * (1 / T - 1)) := by
    funext T
    rw [chainTransmission, backResistance, Finset.sum_const, Finset.card_range, nsmul_eq_mul]
  have hi : Tendsto (fun T : ℝ => 1 / T) (𝓝 1) (𝓝 (1 / 1)) :=
    tendsto_const_nhds.div tendsto_id one_ne_zero
  have hlim : Tendsto (fun T : ℝ => 1 / (1 + (N : ℝ) * (1 / T - 1))) (𝓝 1)
      (𝓝 (1 / (1 + (N : ℝ) * (1 / 1 - 1)))) :=
    tendsto_const_nhds.div (((hi.sub_const 1).const_mul (N : ℝ)).const_add 1) (by norm_num)
  have hv : 1 / (1 + (N : ℝ) * (1 / 1 - 1)) = 1 := by norm_num
  rw [hv] at hlim
  rw [e]
  exact hlim

end

end DephasedChain
```

## Fluxes between the scatterers

The chain has $N$ scatterers, numbered $i=0,\dots,N-1$, and $N+1$ sections, numbered $n=0,\dots,N$. Scatterer $i$ joins section $i$ to section $i+1$. In section $n$ there is a forward flux $a_n$, directed towards the drain, and a backward flux $b_n$, directed towards the source. The predicate `IsFluxSolution` collects the equations

$$a_{i+1}=T_i a_i+(1-T_i)b_{i+1},\qquad b_i=(1-T_i)a_i+T_i b_{i+1},$$

for every $i<N$, together with $a_0=1$ and $b_N=0$. One unit of flux enters from the source and nothing enters from the drain.

Each equation says that an outgoing flux consists of a transmitted part and a reflected part. The scatterer has the same transmission from both sides, and reflection $1-T_i$, so no carriers are lost. The dephasing lies in the fact that fluxes are added, and not complex amplitudes: a carrier that has bounced between two scatterers keeps no phase that could interfere. This is an assumption of the model and is not derived from a Hamiltonian. In a coherent calculation, two equal barriers can transmit perfectly at resonance, which these equations exclude as soon as one $T_i$ is below 1.

In Lean, `T`, `a` and `b` are functions from the natural numbers to the reals. Only their values on the chain matter: the equations say nothing about $a_n$ and $b_n$ for $n>N$. The main theorems also assume $0<T_i\le 1$ for each scatterer.

The quantity $1/T_i-1=(1-T_i)/T_i$ is the ratio of reflection to transmission. It is called a scattering resistance here, in dimensionless form. The definition `backResistance T n` is its partial sum

$$S_n=\sum_{i=0}^{n-1}\left(\frac1{T_i}-1\right),$$

and `chainTransmission T N` is $1/(1+S_N)$. The 1 in the denominator remains even when every scatterer is transparent. In a Landauer description of the resistance it is the contact contribution of the single channel.

## From flux balance to the addition law

Adding the two scattering equations gives $a_{i+1}+b_i=a_i+b_{i+1}$, or

$$a_{i+1}-b_{i+1}=a_i-b_i.$$

The net flux is therefore the same in every section. In section $N$ it equals $a_N$, because $b_N=0$, so $a_n-b_n=a_N$ for all $n\le N$. This is `net_flux_conserved`, proved by induction on the section; it needs no condition on the transmissions. The tactic `linear_combination` does what the hand calculation does: it adds the named equations with the given coefficients and checks the remaining algebra.

Now put $b_{i+1}=a_{i+1}-a_N$ into the forward equation:

$$a_{i+1}=T_i a_i+(1-T_i)(a_{i+1}-a_N).$$

Collecting terms gives

$$T_i(a_i-a_{i+1})=(1-T_i)a_N,$$

and division by $T_i\ne0$ yields

$$a_i-a_{i+1}=\left(\frac1{T_i}-1\right)a_N.$$

This is `forward_flux_drop`. The forward flux falls across each scatterer in proportion to its scattering resistance, much as a potential falls along resistors in series. Summing the drops from the source, where $a_0=1$, gives

$$a_n=1-S_n a_N,$$

which `forward_flux_profile` proves by induction, with one drop added at each step.

At $n=N$ the profile reads $a_N(1+S_N)=1$. Every term of $S_N$ is nonnegative because $0<T_i\le1$, which is the content of `backResistance_nonneg`. Hence $1+S_N\ge1$, and

$$0<a_N=\frac1{1+S_N}\le1,\qquad \frac1{a_N}-1=\sum_{i=0}^{N-1}\left(\frac1{T_i}-1\right).$$

The theorem `resistance_addition` states the two bounds and the sum. Its proof obtains positivity by contradiction: if $a_N\le0$, the product $a_N(1+S_N)$ could not be 1. For $N=0$ the sum is empty and $a_0=1$, as it should be. For two scatterers the law becomes

$$a_2=\frac{T_0T_1}{T_0+T_1-T_0T_1}.$$

## One solution, given explicitly

So far a solution has been assumed. The theorem `isFluxSolution_iff` shows that, with $t=1/(1+S_N)$, the flux equations hold if and only if

$$a_n=1-S_n t,\qquad b_n=(S_N-S_n)t$$

for all $n\le N$. One direction follows from the derivation above: $a_N=t$, the profile gives $a_n$, and $b_n=a_n-t$ gives the backward flux, since $1-t=S_Nt$.

For the other direction, write $r_i=1/T_i-1$, so that $T_i r_i=1-T_i$ and $S_{i+1}=S_i+r_i$. The proposed fluxes satisfy $a_{i+1}=a_i-r_i t$ and $b_n=a_n-t$. The right side of the forward equation is then

$$T_i a_i+(1-T_i)(a_{i+1}-t)=a_{i+1}+T_i(a_i-a_{i+1})-(1-T_i)t=a_{i+1},$$

because $T_i(a_i-a_{i+1})=T_i r_i t=(1-T_i)t$. The right side of the backward equation is

$$(1-T_i)a_i+T_i(a_{i+1}-t)=a_i-T_i r_i t-T_i t=a_i-t=b_i.$$

The boundary values follow from $S_0=0$ and from setting $n=N$ in the formula for $b_n$. The Lean proof packages the two properties of $r_i$ in the auxiliary statement `step` and uses them for both equations. Since the formulas define fluxes for any admissible transmissions, a solution always exists, and it is unique on the sections of the chain.

## Equal scatterers, from ballistic to Ohmic

Let all transmissions equal $T$ with $0<T<1$, and define $\lambda=T/(1-T)$, the `meanFreePath` of the file. It is the mean number of scatterers that a carrier passes in an endless chain before its first reflection, and so a mean free path for backscattering; multiplying it by the spacing of the scatterers gives a length. Each scattering resistance is $1/\lambda$, so $S_N=N/\lambda$ and

$$a_N=\frac1{1+N/\lambda}=\frac{\lambda}{\lambda+N}.$$

This is `uniform_transmitted_flux`. The limit of a long chain follows from

$$N a_N=\frac{N\lambda}{\lambda+N}=\lambda-\lambda\,\frac{\lambda}{\lambda+N}\longrightarrow\lambda .$$

The transmission thus falls as $\lambda/N$, which is the length dependence of an Ohmic conductor. In `ohmic_limit` the fluxes carry two indices, because each chain length has its own solution: `a N N` is the forward flux in the last section of the chain with $N$ scatterers. The Lean proof uses the same rearrangement and the fact that $\lambda/(\lambda+N)$ tends to zero.

At fixed $N$ one can instead let the scatterers become transparent. Then

$$\frac1{1+N(1/T-1)}\longrightarrow1\qquad(T\to1),$$

which is `ballistic_limit`. It is stated for the formula `chainTransmission`, and the limit is taken from both sides of $T=1$; the physical approach from below is included. For $0<T\le1$, `isFluxSolution_iff` identifies the formula with the transmitted flux.

These limits concern transmission alone. The model contains no bias, electrostatics, temperature or inelastic exchange between energies, and it has one channel.

## Two perfect mirrors

The condition $T_i>0$ does more than permit division. Take $N=2$ and $T_0=T_1=0$. The equations become

$$a_1=b_1,\qquad b_0=a_0=1,\qquad a_2=b_2=0,$$

with $a_1=b_1$ required twice. Any number $c$ can be chosen for $a_1=b_1=c$. The middle section is closed off by two perfect mirrors, and the flux circulating in it is set neither by the source nor by the drain. Uniqueness fails, and so does $a_N>0$.

The upper bound on $T_i$ also has a role. For $N=1$ and $T_0=2$ the equations give $a_1=2$, more flux than was injected.

## Use in a transport calculation

In a segment-by-segment calculation that assumes phase loss between the segments, a Green function code supplies $T_i(E)$ for each segment at energy $E$. The leads in that calculation should be the ideal one-channel wire that joins the segments; with other leads, reflection at the contacts would be counted in every segment. The program accumulates $1/T_i(E)-1$ and forms $1/(1+S_N(E))$ at that energy, before any integration over energy. No linear system for the internal fluxes has to be solved; if they are wanted, the explicit profile supplies them from the same partial sums.

For equal segments, $1/a_N=1+N/\lambda$. A plot of the inverse transmission against the number of segments is then a straight line with intercept 1 and slope $1/\lambda$, from which the mean free path can be read. Curvature in such a plot signals that the data depart from this model, for example through interference between segments.

Some care is needed when dephasing is introduced by probes. The equations describe a loss of phase that leaves the direction of motion unchanged. A probe that absorbs every carrier and re-emits half of the flux each way also backscatters, and enters the chain as an additional scatterer with $T=1/2$, which contributes 1 to the sum.

```lean
#print axioms DephasedChain.resistance_addition
-- 'DephasedChain.resistance_addition' depends on axioms: [propext, Classical.choice, Quot.sound]
#print axioms DephasedChain.isFluxSolution_iff
-- 'DephasedChain.isFluxSolution_iff' depends on axioms: [propext, Classical.choice, Quot.sound]
#print axioms DephasedChain.ohmic_limit
-- 'DephasedChain.ohmic_limit' depends on axioms: [propext, Classical.choice, Quot.sound]
#print axioms DephasedChain.ballistic_limit
-- 'DephasedChain.ballistic_limit' depends on axioms: [propext, Classical.choice, Quot.sound]
```
